# Koopmans' theorem for frozen orbitals: the Fock matrix gives the Hamiltonian between one-hole states

If an orbital energy is taken for a removal energy without recourse to the many-electron Hamiltonian, nothing guarantees that the electron repulsion has been counted correctly. For a determinant with frozen orbitals and an interaction symmetric under exchange of the two electrons, the Fock matrix does give the exact change in mean energy, repulsion included, when an electron is removed from a filled orbital.

```lean
import Mathlib

open Matrix

namespace KoopmansTheorem

noncomputable section

variable {ι n : Type*} [Fintype ι] [DecidableEq ι] [Fintype n] [DecidableEq n]

/-- The Kronecker delta of two orbital labels. -/
def δ {ι : Type*} [DecidableEq ι] (p q : ι) : ℂ := if p = q then 1 else 0

/-- The matrices `a p` are fermion annihilators: with their adjoints as creators they obey
the canonical anticommutation relations. -/
structure IsFermion (a : ι → Matrix n n ℂ) : Prop where
  anti : ∀ p q, a p * a q + a q * a p = 0
  canon : ∀ p q, a p * (a q)ᴴ + (a q)ᴴ * a p = δ p q • (1 : Matrix n n ℂ)

/-- `Φ` is a unit vector in which the orbitals of `S` are filled and all others are empty. -/
structure IsDeterminant (a : ι → Matrix n n ℂ) (S : Finset ι) (Φ : n → ℂ) : Prop where
  unit : star Φ ⬝ᵥ Φ = 1
  occ : ∀ i ∈ S, (a i)ᴴ *ᵥ Φ = 0
  virt : ∀ b ∉ S, a b *ᵥ Φ = 0

/-- The one-body operator with integrals `h p q`. -/
def oneBody (a : ι → Matrix n n ℂ) (h : ι → ι → ℂ) : Matrix n n ℂ :=
  ∑ p, ∑ q, h p q • ((a p)ᴴ * a q)

/-- The sum over ordered pairs of electrons, with integrals `g p q r s = ⟨pq|rs⟩`. -/
def twoBody (a : ι → Matrix n n ℂ) (g : ι → ι → ι → ι → ℂ) : Matrix n n ℂ :=
  ∑ p, ∑ q, ∑ r, ∑ s, g p q r s • ((a p)ᴴ * (a q)ᴴ * a s * a r)

/-- The Hamiltonian: one-body part plus half the sum over ordered pairs. -/
def hamiltonian (a : ι → Matrix n n ℂ) (h : ι → ι → ℂ) (g : ι → ι → ι → ι → ℂ) :
    Matrix n n ℂ := oneBody a h + (1 / 2 : ℂ) • twoBody a g

/-- The Fock matrix: one-body integrals plus Coulomb minus exchange with the filled orbitals. -/
def fock (h : ι → ι → ℂ) (g : ι → ι → ι → ι → ℂ) (S : Finset ι) (p q : ι) : ℂ :=
  h p q + ∑ k ∈ S, (g p k q k - g p k k q)

/-- The expectation value `⟨Φ, X Φ⟩`, as a linear functional of the operator `X`. -/
def avg (Φ : n → ℂ) : Matrix n n ℂ →ₗ[ℂ] ℂ where
  toFun X := star Φ ⬝ᵥ (X *ᵥ Φ)
  map_add' X Y := by simp [Matrix.add_mulVec, dotProduct_add]
  map_smul' c X := by simp [Matrix.smul_mulVec, dotProduct_smul]

/-- Two fermion modes on `ℂ⁴` in the Jordan–Wigner form. -/
def jw : Fin 2 → Matrix (Fin 4) (Fin 4) ℂ :=
  ![!![0, 0, 1, 0; 0, 0, 0, 1; 0, 0, 0, 0; 0, 0, 0, 0],
    !![0, 1, 0, 0; 0, 0, 0, 0; 0, 0, 0, -1; 0, 0, 0, 0]]

/-- The two Jordan–Wigner modes are fermion annihilators, and the third basis vector is a
determinant with the first orbital filled and the second empty. -/
theorem koopmans_witness : IsFermion jw ∧ IsDeterminant jw {0} ![0, 0, 1, 0] := by
  refine ⟨⟨?_, ?_⟩, ⟨?_, ?_, ?_⟩⟩
  · intro p q
    ext i j
    fin_cases p <;> fin_cases q <;> fin_cases i <;> fin_cases j <;>
      simp [jw]
  · intro p q
    ext i j
    simp only [Matrix.add_apply, Matrix.smul_apply, Matrix.mul_apply,
      Matrix.conjTranspose_apply, Fin.sum_univ_four]
    fin_cases p <;> fin_cases q <;> fin_cases i <;> fin_cases j <;> simp [jw, δ]
  · simp [dotProduct, Fin.sum_univ_four]
  · intro i hi
    obtain rfl := Finset.mem_singleton.mp hi
    ext k
    fin_cases k <;> simp [jw, Matrix.mulVec, dotProduct, Fin.sum_univ_four]
  · intro b hb
    fin_cases b
    · simp at hb
    · ext k
      fin_cases k <;> simp [jw, Matrix.mulVec, dotProduct, Fin.sum_univ_four]

omit [DecidableEq n] in
/-- A matrix element between `A Φ` and `B Φ` is an expectation value in `Φ`. -/
theorem transition (Φ : n → ℂ) (A X B : Matrix n n ℂ) :
    star (A *ᵥ Φ) ⬝ᵥ (X *ᵥ (B *ᵥ Φ)) = avg Φ (Aᴴ * X * B) := by
  change _ = star Φ ⬝ᵥ ((Aᴴ * X * B) *ᵥ Φ)
  rw [Matrix.star_mulVec, ← Matrix.dotProduct_mulVec]
  simp only [Matrix.mulVec_mulVec, Matrix.mul_assoc]

omit [DecidableEq n] in
/-- An expectation value vanishes if the rightmost factor kills the state, or if the adjoint
of the leftmost factor does. -/
theorem avg_zero (Φ : n → ℂ) (X Y : Matrix n n ℂ) :
    (X *ᵥ Φ = 0 → avg Φ (Y * X) = 0) ∧ (Xᴴ *ᵥ Φ = 0 → avg Φ (X * Y) = 0) := by
  constructor <;> intro hX
  · change star Φ ⬝ᵥ ((Y * X) *ᵥ Φ) = 0
    rw [← Matrix.mulVec_mulVec, hX, Matrix.mulVec_zero, dotProduct_zero]
  · have e : star Φ ᵥ* X = star (Xᴴ *ᵥ Φ) := by
      rw [Matrix.star_mulVec, Matrix.conjTranspose_conjTranspose]
    change star Φ ⬝ᵥ ((X * Y) *ᵥ Φ) = 0
    rw [← Matrix.mulVec_mulVec, Matrix.dotProduct_mulVec, e, hX, star_zero, zero_dotProduct]

variable {a : ι → Matrix n n ℂ} {S : Finset ι} {Φ : n → ℂ}
  {h : ι → ι → ℂ} {g : ι → ι → ι → ι → ℂ}

omit [Fintype ι] in
/-- The one-particle density matrix of a determinant is diagonal, with entry one for filled
and zero for empty orbitals. -/
theorem density (hf : IsFermion a) (hΦ : IsDeterminant a S Φ) (p q : ι) :
    avg Φ ((a p)ᴴ * a q) = if p ∈ S then δ p q else 0 := by
  have n1 : avg Φ 1 = 1 := by simpa [avg] using hΦ.unit
  by_cases hq : q ∈ S
  · have e : (a p)ᴴ * a q = δ q p • (1 : Matrix n n ℂ) - a q * (a p)ᴴ := by
      rw [← hf.canon q p, add_sub_cancel_left]
    rw [e, map_sub, map_smul, (avg_zero Φ (a q) _).2 (hΦ.occ q hq), n1]
    by_cases hpq : p = q
    · subst hpq; simp [δ, hq]
    · simp [δ, hpq, Ne.symm hpq]
  · rw [(avg_zero Φ (a q) _).1 (hΦ.virt q hq)]
    by_cases hpq : p = q
    · subst hpq; simp [hq]
    · simp [δ, hpq]

/-- The commutator of an annihilator with the Hamiltonian, for a two-body interaction that is
symmetric under exchange of the two electrons. -/
theorem commutator (hf : IsFermion a) (hg : ∀ p q r s, g p q r s = g q p s r) (j : ι) :
    a j * hamiltonian a h g - hamiltonian a h g * a j =
      ∑ q, h j q • a q + ∑ q, ∑ r, ∑ s, g j q r s • ((a q)ᴴ * a s * a r) := by
  -- move the annihilator through a single one-body or two-body term
  have t1 : ∀ p q, a j * ((a p)ᴴ * a q) - (a p)ᴴ * a q * a j = δ j p • a q := fun p q => calc
    _ = (a j * (a p)ᴴ + (a p)ᴴ * a j) * a q - (a p)ᴴ * (a j * a q + a q * a j) := by
      noncomm_ring
    _ = _ := by rw [hf.canon, hf.anti, mul_zero, sub_zero, smul_mul_assoc, one_mul]
  have t2 : ∀ p q r s, a j * ((a p)ᴴ * (a q)ᴴ * a s * a r) - (a p)ᴴ * (a q)ᴴ * a s * a r * a j
      = δ j p • ((a q)ᴴ * a s * a r) - δ j q • ((a p)ᴴ * a s * a r) := fun p q r s => calc
    _ = (a j * (a p)ᴴ + (a p)ᴴ * a j) * ((a q)ᴴ * a s * a r)
        - (a p)ᴴ * (a j * (a q)ᴴ + (a q)ᴴ * a j) * (a s * a r)
        + (a p)ᴴ * (a q)ᴴ * (a j * a s + a s * a j) * a r
        - (a p)ᴴ * (a q)ᴴ * a s * (a j * a r + a r * a j) := by noncomm_ring
    _ = _ := by
      simp only [hf.canon, hf.anti, smul_mul_assoc, mul_smul_comm, one_mul, mul_one, mul_zero,
        zero_mul, add_zero, sub_zero, mul_assoc]
  have s1 : a j * oneBody a h - oneBody a h * a j = ∑ q, h j q • a q := by
    simp only [oneBody, Finset.mul_sum, Finset.sum_mul, mul_smul_comm, smul_mul_assoc,
      ← Finset.sum_sub_distrib, ← smul_sub, t1]
    exact Eq.trans (Fintype.sum_eq_single j fun p hp => by simp [δ, hp.symm]) (by simp [δ])
  have hA : ∑ p, ∑ q, ∑ r, ∑ s, g p q r s • δ j p • ((a q)ᴴ * a s * a r)
      = ∑ q, ∑ r, ∑ s, g j q r s • ((a q)ᴴ * a s * a r) :=
    Eq.trans (Fintype.sum_eq_single j fun p hp => by simp [δ, hp.symm]) (by simp [δ])
  -- the second electron contributes the same amount, by exchange symmetry
  have hB : ∑ p, ∑ q, ∑ r, ∑ s, g p q r s • δ j q • ((a p)ᴴ * a s * a r)
      = -∑ q, ∑ r, ∑ s, g j q r s • ((a q)ᴴ * a s * a r) := by
    rw [← Finset.sum_neg_distrib]
    refine Finset.sum_congr rfl fun p _ => ?_
    refine Eq.trans (Fintype.sum_eq_single j fun q hq => by simp [δ, hq.symm]) ?_
    rw [Finset.sum_comm]
    simp only [← Finset.sum_neg_distrib]
    refine Finset.sum_congr rfl fun r _ => Finset.sum_congr rfl fun s _ => ?_
    have e : (a p)ᴴ * a r * a s = -((a p)ᴴ * a s * a r) := by
      rw [mul_assoc, eq_neg_of_add_eq_zero_left (hf.anti r s), mul_neg, mul_assoc]
    rw [e, hg p j s r]
    simp [δ]
  have s2 : a j * twoBody a g - twoBody a g * a j
      = (2 : ℂ) • ∑ q, ∑ r, ∑ s, g j q r s • ((a q)ᴴ * a s * a r) := by
    simp only [twoBody, Finset.mul_sum, Finset.sum_mul, mul_smul_comm, smul_mul_assoc,
      ← Finset.sum_sub_distrib, ← smul_sub, t2]
    simp only [smul_sub, Finset.sum_sub_distrib]
    rw [hA, hB, sub_neg_eq_add, two_smul]
  rw [hamiltonian, mul_add, add_mul, mul_smul_comm, smul_mul_assoc, add_sub_add_comm,
    ← smul_sub, s1, s2]
  module

/-- The Fock matrix is the expectation value, in the determinant, of the anticommutator of
`[a_j, H]` with a creator, for an exchange-symmetric interaction. -/
theorem fock_eq_avg (hf : IsFermion a) (hΦ : IsDeterminant a S Φ)
    (hg : ∀ p q r s, g p q r s = g q p s r) (j b : ι) :
    avg Φ ((a j * hamiltonian a h g - hamiltonian a h g * a j) * (a b)ᴴ
      + (a b)ᴴ * (a j * hamiltonian a h g - hamiltonian a h g * a j)) = fock h g S j b := by
  have n1 : avg Φ 1 = 1 := by simpa [avg] using hΦ.unit
  have cc : ∀ q, (a q)ᴴ * (a b)ᴴ + (a b)ᴴ * (a q)ᴴ = 0 := by
    intro q
    rw [← Matrix.conjTranspose_mul, ← Matrix.conjTranspose_mul, ← Matrix.conjTranspose_add,
      hf.anti b q, Matrix.conjTranspose_zero]
  have t2 : ∀ q r s, (a q)ᴴ * a s * a r * (a b)ᴴ + (a b)ᴴ * ((a q)ᴴ * a s * a r)
      = δ r b • ((a q)ᴴ * a s) - δ s b • ((a q)ᴴ * a r) := fun q r s => calc
    _ = (a q)ᴴ * a s * (a r * (a b)ᴴ + (a b)ᴴ * a r)
        - (a q)ᴴ * (a s * (a b)ᴴ + (a b)ᴴ * a s) * a r
        + ((a q)ᴴ * (a b)ᴴ + (a b)ᴴ * (a q)ᴴ) * (a s * a r) := by noncomm_ring
    _ = _ := by
      simp only [hf.canon, cc, smul_mul_assoc, mul_smul_comm, mul_one, zero_mul, add_zero]
  rw [commutator hf hg, add_mul, mul_add, add_add_add_comm, map_add]
  simp only [Finset.sum_mul, Finset.mul_sum, smul_mul_assoc, mul_smul_comm,
    ← Finset.sum_add_distrib, ← smul_add, hf.canon, t2]
  -- only the one-particle density matrix is left
  simp only [map_sum, map_smul, map_sub, density hf hΦ, n1, smul_eq_mul]
  unfold fock
  congr 1
  · simp [δ]
  · refine (Finset.sum_subset (Finset.subset_univ S) ?_).symm.trans (Finset.sum_congr rfl ?_)
    · intro q _ hq; simp [hq]
    · intro q hq
      simp only [if_pos hq, mul_sub, Finset.sum_sub_distrib]
      congr 1
      · exact Eq.trans (Fintype.sum_eq_single b fun r hr => by simp [δ, hr]) (by simp [δ])
      · exact Eq.trans (Fintype.sum_eq_single q fun r hr => by simp [δ, hr.symm]) (by simp [δ])

/-- **Koopmans' theorem.** For an exchange-symmetric interaction, the Hamiltonian between two
states with one electron removed from filled orbitals `i`, `j` is `δ_ij E - F_ji`, where `E` is
the energy expectation value of the determinant. -/
theorem koopmans (hf : IsFermion a) (hΦ : IsDeterminant a S Φ)
    (hg : ∀ p q r s, g p q r s = g q p s r) {i j : ι} (hi : i ∈ S) (hj : j ∈ S) :
    star (a i *ᵥ Φ) ⬝ᵥ (hamiltonian a h g *ᵥ (a j *ᵥ Φ))
      = δ i j * avg Φ (hamiltonian a h g) - fock h g S j i := by
  have k := fock_eq_avg (h := h) hf hΦ hg j i
  rw [map_add, (avg_zero Φ (a i)ᴴ _).1 (hΦ.occ i hi), zero_add] at k
  have e : (a i)ᴴ * hamiltonian a h g * a j
      = δ j i • hamiltonian a h g - a j * ((a i)ᴴ * hamiltonian a h g)
        - (a i)ᴴ * (a j * hamiltonian a h g - hamiltonian a h g * a j) := by
    rw [← one_mul (hamiltonian a h g), ← smul_mul_assoc, ← hf.canon j i]
    noncomm_ring
  have d : δ j i = δ i j := by simp [δ, eq_comm]
  rw [transition, e, map_sub, map_sub, map_smul, k,
    (avg_zero Φ (a j) _).2 (hΦ.occ j hj), d, sub_zero, smul_eq_mul]

/-- The counterpart for electron attachment: for an exchange-symmetric interaction, the
Hamiltonian between two states with one electron added in empty orbitals `b`, `d` is
`δ_bd E + F_bd`. -/
theorem attachment (hf : IsFermion a) (hΦ : IsDeterminant a S Φ)
    (hg : ∀ p q r s, g p q r s = g q p s r) {b d : ι} (hb : b ∉ S) (hd : d ∉ S) :
    star ((a b)ᴴ *ᵥ Φ) ⬝ᵥ (hamiltonian a h g *ᵥ ((a d)ᴴ *ᵥ Φ))
      = δ b d * avg Φ (hamiltonian a h g) + fock h g S b d := by
  have k := fock_eq_avg (h := h) hf hΦ hg b d
  have hd' : ((a d)ᴴ)ᴴ *ᵥ Φ = 0 := by
    rw [Matrix.conjTranspose_conjTranspose]; exact hΦ.virt d hd
  rw [map_add, (avg_zero Φ (a d)ᴴ _).2 hd', add_zero] at k
  have e : a b * hamiltonian a h g * (a d)ᴴ
      = δ b d • hamiltonian a h g - hamiltonian a h g * (a d)ᴴ * a b
        + (a b * hamiltonian a h g - hamiltonian a h g * a b) * (a d)ᴴ := calc
    _ = hamiltonian a h g * (a b * (a d)ᴴ + (a d)ᴴ * a b) - hamiltonian a h g * (a d)ᴴ * a b
        + (a b * hamiltonian a h g - hamiltonian a h g * a b) * (a d)ᴴ := by noncomm_ring
    _ = _ := by rw [hf.canon, mul_smul_comm, mul_one]
  rw [transition, Matrix.conjTranspose_conjTranspose, e, map_add, map_sub, map_smul, k,
    (avg_zero Φ (a b) _).1 (hΦ.virt b hb), sub_zero, smul_eq_mul]

end

end KoopmansTheorem
```

```lean
#print axioms KoopmansTheorem.koopmans
#print axioms KoopmansTheorem.attachment
```

```
'KoopmansTheorem.koopmans' depends on axioms: [propext, Classical.choice, Quot.sound]
'KoopmansTheorem.attachment' depends on axioms: [propext, Classical.choice, Quot.sound]
```

## Orbitals, determinant and Hamiltonian

The labels in `ι` are spin-orbitals, and the annihilators a_p are complex matrices on a finite-dimensional space. Their conjugate transposes a_p† are the creators, and `IsFermion` states the anticommutation relations. `IsDeterminant` says that Φ is a unit vector, killed by a_i† for each filled orbital i in S and by a_b for each empty orbital b. `koopmans_witness` checks, entry by entry, that two Jordan–Wigner modes with one orbital filled satisfy both definitions.

The Hamiltonian and the Fock matrix are

H = Σ_pq h_pq a_p† a_q + ½ Σ_pqrs g_pqrs a_p† a_q† a_s a_r

F_pq = h_pq + Σ_{k∈S} (g_pkqk − g_pkkq)

with g_pqrs = ⟨pq|rs⟩. The hypothesis `hg`, g_pqrs = g_qpsr, expresses that the interaction treats the two electrons alike. Hermiticity of H is not assumed.

Write ⟨X⟩ for ⟨Φ, XΦ⟩, which is `avg Φ X`, and E for ⟨H⟩. The theorem `koopmans` says that for filled i and j

⟨a_i Φ, H a_j Φ⟩ = δ_ij E − F_ji.

For empty b and d, `attachment` gives

⟨a_b† Φ, H a_d† Φ⟩ = δ_bd E + F_bd.

## From the commutator to the Fock matrix

The density matrix comes first (`density`). If q is empty, a_q Φ = 0 and ⟨a_p† a_q⟩ = 0. If q is filled, a_p† a_q = δ_pq − a_q a_p†, and the last term averages to ⟨a_q† Φ, a_p† Φ⟩ = 0. So ⟨a_p† a_q⟩ is δ_pq for filled p and zero otherwise. `avg_zero` supplies both vanishing arguments.

Next, a_j is moved through each term of H (`commutator`):

[a_j, a_p† a_q] = δ_jp a_q

[a_j, a_p† a_q† a_s a_r] = δ_jp a_q† a_s a_r − δ_jq a_p† a_s a_r

In the second δ-term, swapping the two annihilators removes the minus sign. Exchange symmetry and renaming r ↔ s then make its sum equal to that of the first, which cancels the ½:

[a_j, H] = Σ_q h_jq a_q + Σ_qrs g_jqrs a_q† a_s a_r

In Lean, `noncomm_ring` checks the operator regroupings, and `Fintype.sum_eq_single` collapses the δ-sums.

Now take the anticommutator with a_b† (`fock_eq_avg`), using

{a_q, a_b†} = δ_qb

{a_q† a_s a_r, a_b†} = δ_rb a_q† a_s − δ_sb a_q† a_r.

Inserting the density matrix leaves the Coulomb and exchange sums:

⟨{[a_j, H], a_b†}⟩ = h_jb + Σ_{k∈S} (g_jkbk − g_jkkb) = F_jb

## Removing or adding an electron

Set b = i with i filled. Since a_i† Φ = 0, only ⟨a_i† [a_j, H]⟩ = F_ji survives. `transition` rewrites the wanted matrix element as ⟨a_i† H a_j⟩, and

a_i† H a_j = δ_ij H − a_j a_i† H − a_i† [a_j, H].

The middle term averages to zero because a_j† Φ = 0, which proves `koopmans`.

For empty b and d, the corresponding identity is

a_b H a_d† = δ_bd H − H a_d† a_b + [a_b, H] a_d†.

Here a_b Φ = 0 removes the middle term. Since a_d Φ = 0, the other half of the anticommutator vanishes, so the last term averages to F_bd.

## Two electrons in numbers

Fill orbitals 1 and 2, with h_11 = −2, h_22 = −1, g_1212 = g_2121 = 0.7, g_1221 = g_2112 = 0.2. No other integrals enter the values below, since the self-repulsion terms g_1111 and g_2222 cancel between Coulomb and exchange. Then

E = −2 − 1 + 0.7 − 0.2 = −2.5

F_11 = −2 + 0.7 − 0.2 = −1.5

E − F_11 = −1 = h_22.

Removing the electron in orbital 1 leaves exactly the one-body energy of the electron in orbital 2.

## Reading orbital energies as ionisation energies

For filled i the state a_i Φ has norm one, so for Hermitian H its mean energy lies −F_ii above E. If the orbitals diagonalise F, then F_ii is the orbital energy ε_i, and −ε_i is the usual Koopmans estimate of an ionisation energy, in a finite basis and without orbital relaxation. The theorems neither require Φ to be self-consistent nor say that a_i Φ is an eigenstate of H, and the estimate leaves out electron correlation as well as relaxation.
